# A difference of squared cosines factorises into two sines, separating two angles

For any real numbers `x`, `d0` and `d1`, the declaration states that cos²(d0 − d1) − cos²(x + d0 + d1) = sin(x + 2d0) sin(x + 2d1). Besides the shared `x`, the first factor on the right depends only on `d0` and the second only on `d1`. This is a pure trigonometric identity: the statement includes no Hamiltonian or state, and the three angles are unrestricted. The attempt writes the arguments of the two sines as the sum and the difference of x + d0 + d1 and d0 − d1, expands with the addition and subtraction formulas, and finishes with sin² + cos² = 1 for each of these two angles.

An attempt in Lean 4 with a fault in it:

```lean
import Mathlib

open Real

namespace DiscriminantFactorises

noncomputable section

/-- The difference `cos(d0 - d1)^2 - cos(x + d0 + d1)^2` is a product of one factor containing only
`d0` and one containing only `d1`. -/
theorem discriminant_factorises (x d0 d1 : ℝ) :
    Real.cos (d0 - d1) ^ 2 - Real.cos (x + d0 + d1) ^ 2
      = Real.sin (x + 2 * d0) * Real.sin (x + 2 * d1) := by
  rw [show x + 2 * d0 = (x + d0 + d1) + (d0 - d1) by ring,
    show x + 2 * d1 = (x + d0 + d1) - (d0 - d1) by ring, Real.sin_add, Real.sin_sub]
  linear_combination Real.cos (x + d0 + d1) ^ 2 * Real.sin_sq_add_cos_sq (d0 - d1)
    - Real.cos (d0 - d1) ^ 2 * Real.sin_sq_add_cos_sq (x + d0 + d1)

end

end DiscriminantFactorises
```

Compiling this gives:

```
Main.lean:16:2: error: ring failed, ring expressions not equal
x d0 d1 : ℝ
⊢ -(cos (d0 - d1) * sin (x + d0 + d1) * sin (x + d0 + d1 - (d0 - d1))) + cos (d0 - d1) ^ 2 * sin (x + d0 + d1) ^ 2 -
          cos (x + d0 + d1) * sin d0 * cos d1 * sin (x + d0 + d1 - (d0 - d1)) +
        cos (x + d0 + d1) * cos d0 * sin d1 * sin (x + d0 + d1 - (d0 - d1)) -
      cos (x + d0 + d1) ^ 2 * sin (d0 - d1) ^ 2 =
    0
```

What went wrong. The message says that `ring`, called by `linear_combination`, was left with an equation it could not prove. In that equation `sin (x + d0 + d1 - (d0 - d1))` is still unexpanded, while products such as `sin d0 * cos d1` have appeared.

The bare `Real.sin_sub` rewrote the wrong sine. Expanding the first factor with `Real.sin_add` had produced `sin (d0 - d1)`, which also fits the pattern of a sine of a difference. `rw` fixed the lemma's variables by that match, so it expanded `sin (d0 - d1)` and left the second factor alone. The planned combination of Pythagorean identities needs the opposite: the second factor expanded and `sin (d0 - d1)` kept whole.

Giving `Real.sin_sub` the arguments `(x + d0 + d1)` and `(d0 - d1)` makes it rewrite the second factor, and the unchanged `linear_combination` then closes the goal. The arguments added to `Real.sin_add` are mere tidying, since that rewrite had already hit the intended sine, and so is the new line break.

Lean accepts the file once it reads:

```diff
@@ -13,5 +13,6 @@
       = Real.sin (x + 2 * d0) * Real.sin (x + 2 * d1) := by
   rw [show x + 2 * d0 = (x + d0 + d1) + (d0 - d1) by ring,
-    show x + 2 * d1 = (x + d0 + d1) - (d0 - d1) by ring, Real.sin_add, Real.sin_sub]
+    show x + 2 * d1 = (x + d0 + d1) - (d0 - d1) by ring,
+    Real.sin_add (x + d0 + d1) (d0 - d1), Real.sin_sub (x + d0 + d1) (d0 - d1)]
   linear_combination Real.cos (x + d0 + d1) ^ 2 * Real.sin_sq_add_cos_sq (d0 - d1)
     - Real.cos (d0 - d1) ^ 2 * Real.sin_sq_add_cos_sq (x + d0 + d1)
```
